# Finite products of exponentials of bounded anti-Hermitian operators are unitary

On a complex Hilbert space, take bounded operators $A_j$ and real parameters $t_j$, and let $U_k = e^{t_0A_0}\cdots e^{t_{k-1}A_{k-1}}$, with $U_0 = 1$. The theorem `partialProduct_unitary` states that if the first $k$ generators are anti-Hermitian, $A_j^\dagger = -A_j$, then $U_k^\dagger U_k = 1$ and $U_k U_k^\dagger = 1$. The generators need not commute, and the space may have infinite dimension. The proof is by induction on $k$: it shows that the newest factor is unitary, using a Mathlib lemma on exponentials of skew-adjoint elements, and then cancels the factors in the longer product.

Lean 4 with Mathlib refuses this proof:

```lean
import Mathlib

open Function

namespace PartialProductUnitary

noncomputable section

variable {E : Type*} [NormedAddCommGroup E] [InnerProductSpace ℂ E] [CompleteSpace E]

/-- The product `exp(t₀A₀) ⋯ exp(tₖ₋₁Aₖ₋₁)` of the first `k` exponential factors. -/
def partialProduct (A : ℕ → E →L[ℂ] E) (t : ℕ → ℝ) : ℕ → (E →L[ℂ] E)
  | 0 => 1
  | k + 1 => partialProduct A t k * NormedSpace.exp ((t k : ℂ) • A k)

/-- The product of the first `k` factors is unitary if their generators are
anti-Hermitian. -/
theorem partialProduct_unitary (A : ℕ → E →L[ℂ] E) (t : ℕ → ℝ) (k : ℕ)
    (hA : ∀ j < k, star (A j) = -A j) :
    star (partialProduct A t k) * partialProduct A t k = 1 ∧
      partialProduct A t k * star (partialProduct A t k) = 1 := by
  induction k with
  | zero => simp [partialProduct]
  | succ k ih =>
    obtain ⟨h1, h2⟩ := ih (fun j hj => hA j (by omega))
    have hx : (t k : ℂ) • A k ∈ skewAdjoint (E →L[ℂ] E) := by
      rw [skewAdjoint.mem_iff, star_smul, hA k (by omega), Complex.star_def,
        Complex.conj_ofReal, smul_neg]
    -- a single factor is unitary
    have he : star (NormedSpace.exp ((t k : ℂ) • A k)) * NormedSpace.exp ((t k : ℂ) • A k) = 1 ∧
        NormedSpace.exp ((t k : ℂ) • A k) * star (NormedSpace.exp ((t k : ℂ) • A k)) = 1 :=
      NormedSpace.exp_mem_unitary_of_mem_skewAdjoint hx
    obtain ⟨e1, e2⟩ := he
    simp only [partialProduct, star_mul]
    generalize NormedSpace.exp ((t k : ℂ) • A k) = e at e1 e2 ⊢
    generalize partialProduct A t k = L at h1 h2 ⊢
    constructor
    · calc star e * star L * (L * e) = star e * (star L * L) * e := by simp only [mul_assoc]
        _ = 1 := by rw [h1, mul_one, e1]
    · calc L * e * (star e * star L) = L * (e * star e) * star L := by simp only [mul_assoc]
        _ = 1 := by rw [e2, mul_one, h2]

end

end PartialProductUnitary
```

The compiler's answer:

```
Main.lean:32:6: error(lean.synthInstanceFailed): failed to synthesize instance of type class
  NormedAlgebra ℚ (E →L[ℂ] E)

Hint: Type class instance resolution failures can be inspected with the `set_option trace.Meta.synthInstance true` command.
```

Diagnosis. The error is at the use of `NormedSpace.exp_mem_unitary_of_mem_skewAdjoint`, which is to give the unitarity of a single factor. This lemma needs the operAtors `E →L[ℂ] E` to form a normed algebra over the rationals, and Lean's instance search found no such structure. The mathematics is not at fault: the operators are a normed algebra over `ℂ`, and so also over `ℚ`, by allowing only rational scalars. But the search does not take this step by itself.

The added line takes it explicitly. `NormedAlgebra.restrictScalars ℚ ℂ (E →L[ℂ] E)` builds the rational structure from the complex one, and `letI` makes it available as an instance while the lemma is applied. The missing instance is then found, and the lemma proves `he` from `hx` as intended. The theorem's statement and the rest of the induction are unchanged.

After these edits no error is left:

```diff
@@ -30,4 +30,5 @@
     have he : star (NormedSpace.exp ((t k : ℂ) • A k)) * NormedSpace.exp ((t k : ℂ) • A k) = 1 ∧
         NormedSpace.exp ((t k : ℂ) • A k) * star (NormedSpace.exp ((t k : ℂ) • A k)) = 1 :=
+      letI : NormedAlgebra ℚ (E →L[ℂ] E) := NormedAlgebra.restrictScalars ℚ ℂ (E →L[ℂ] E)
       NormedSpace.exp_mem_unitary_of_mem_skewAdjoint hx
     obtain ⟨e1, e2⟩ := he
```
